# Aliasing can push a plane-wave eigenvalue below every exact energy

Potential matrix elements can be computed as integrals over the period or as sums over grid points, and here each definition has its own role. The plane-wave matrix takes its potential elements from the grid sum, while the energy of a wave function is the true integral with the true potential.

Let $v>0$ and $N\ge 2n+1$, and let $H=-\tfrac12\,d^2/dx^2+V$ with $V(x)=-2v\cos(Nx)$ on period $2\pi$, in units $\hbar=m=1$. The matrix on the waves $e^{ikx}$, $|k|\le n$, with potential elements from the $N$-point grid, has lowest eigenvalue $-2v$. Every normalised trigonometric polynomial has an exact energy strictly above it.

## A cosine that the grid sees as a constant

At the grid points $x_j=2\pi j/N$, $j=0,\dots,N-1$, the potential is $V(x_j)=-2v\cos(2\pi j)=-2v$. With $\omega=e^{-2\pi i q/N}$, the grid coefficient at wave number $q$ is
$$\tilde V_q=\frac1N\sum_{j=0}^{N-1}V(x_j)e^{-iqx_j}=-\frac{2v}{N}\sum_{j=0}^{N-1}\omega^j .$$
If $N$ divides $q$, then $\omega=1$ and $\tilde V_q=-2v$. Otherwise $\omega\neq1$, and $(\omega-1)\sum_j\omega^j=\omega^N-1=0$ gives $\tilde V_q=0$.

For retained waves $|k-l|\le 2n<N$, so $N$ divides $k-l$ only when $k=l$. The matrix is diagonal with entries $k^2/2-2v$, the smallest being $-2v$ at $k=0$.

For the exact energy of a periodic $C^2$ function $\psi$, integrate by parts. The boundary term vanishes by periodicity, so
$$\langle\psi,H\psi\rangle=\frac1{2\pi}\int_0^{2\pi}\Big(\tfrac12|\psi'|^2+V|\psi|^2\Big)dx .$$
When the mean of $|\psi|^2$ is one, adding $2v$ gives
$$\langle\psi,H\psi\rangle+2v=\frac1{2\pi}\int_0^{2\pi}\Big(\tfrac12|\psi'|^2+2v\,(1-\cos Nx)|\psi|^2\Big)dx\ \ge 0 .$$
If this were zero, the continuous non-negative integrand would vanish throughout. Then $\psi$ would vanish wherever $\cos Nx\ne1$, which is all but countably many points, contradicting normalisation.

The constant wave $\psi=1$ shows the size of the error: its exact energy is the mean of $V$, which is $0$, yet the grid assigns it $-2v$.

In plane-wave electronic structure, an eigenvalue computed with an under-resolved potential grid therefore need not be an upper bound to the ground-state energy; the example is one particle in one dimension, with a potential whose wave number is tied to the grid.

The condition $N\ge2n+1$ fixes the eigenvalue, and $N\ge2n$ would not suffice. For $n=1$, $N=2$, $v=1$, the waves $k=\pm1$ are coupled by $-2$ and have diagonal entries $-\tfrac32$, so the lowest eigenvalue is $-\tfrac72$, not $-2$.

## The potential, the grid matrix and the exact energy in Lean

```lean
import Mathlib

open scoped ComplexConjugate Matrix Real

namespace CoarseGridVariational

noncomputable section

/-- The potential `-2v cos(Nx)`. -/
def potential (v : ℝ) (N : ℕ) (x : ℝ) : ℝ := -2 * v * Real.cos (N * x)
```

The grid coefficient is a discrete Fourier sum; no FFT algorithm is modelled. The power `(-q)` followed by `j` produces $e^{-iqx_j}$.

```lean
/-- The Fourier coefficient of `V` at wave number `q`, computed from the `N ≥ 1` grid points
`2πj/N`. -/
def gridCoeff (N : ℕ) (V : ℝ → ℝ) (q : ℤ) : ℂ :=
  (N : ℂ)⁻¹ * ∑ j ∈ Finset.range N,
    (V (2 * π * j / N) : ℂ) * (Complex.exp (2 * π * Complex.I / N) ^ (-q)) ^ j
```

The basis is a finite type of integers, and the matrix adds exact kinetic energies to the grid elements.

```lean
/-- The wave numbers `k` with `|k| ≤ n`. -/
abbrev Waves (n : ℕ) := {k : ℤ // k ∈ Finset.Icc (-(n : ℤ)) n}

/-- The plane-wave Hamiltonian matrix on `|k| ≤ n`: exact kinetic energy `k²/2` plus potential
elements taken from the grid of `N ≥ 1` points. -/
def gridHamiltonian (N n : ℕ) (V : ℝ → ℝ) : Matrix (Waves n) (Waves n) ℂ :=
  Matrix.diagonal (fun k => (k.1 : ℂ) ^ 2 / 2) +
    Matrix.of fun k l => gridCoeff N V (k.1 - l.1)
```

The energy uses the derivatives of $\psi$ and integrates $\bar\psi\,H\psi$ over the period, with no grid. It is complex-valued by definition.

```lean
/-- The inner product `⟨ψ, Hψ⟩`, averaged over the period `2π`, for `H = -(1/2) d²/dx² + V` and a
twice differentiable `ψ`. For a normalised `2π`-periodic `ψ` it is the expectation value of `H`. -/
def energy (V : ℝ → ℝ) (ψ : ℝ → ℂ) : ℂ :=
  ((2 * π : ℝ) : ℂ)⁻¹ * ∫ x in (0 : ℝ)..2 * π,
    conj (ψ x) * (-(1 / 2) * deriv (deriv ψ) x + V x * ψ x)

/-- The energy density `|ψ'|²/2 + V|ψ|²`. -/
def energyDensity (V : ℝ → ℝ) (ψ : ℝ → ℂ) (x : ℝ) : ℝ :=
  ‖deriv ψ x‖ ^ 2 / 2 + V x * ‖ψ x‖ ^ 2
```

Normalisation is by the mean over a period, so each $e^{ikx}$ has norm one.

```lean
/-- The mean of `|ψ|²` over the period `2π` is one. -/
def IsNormalized (ψ : ℝ → ℂ) : Prop :=
  (2 * π)⁻¹ * ∫ x in (0 : ℝ)..2 * π, ‖ψ x‖ ^ 2 = 1
```

A trigonometric polynomial may use any finite set of wave numbers, including ones beyond $n$.

```lean
/-- The trigonometric polynomial with coefficients `c k` on a finite set of wave numbers. -/
def trigPoly (s : Finset ℤ) (c : ℤ → ℂ) (x : ℝ) : ℂ :=
  ∑ k ∈ s, c k * Complex.exp (Complex.I * k * x)
```

## From the geometric sum to a diagonal matrix

In the next proof `hV` evaluates the potential at the grid points, and `split_ifs` separates the two cases of the geometric sum.

```lean
/-- On a grid of `N ≥ 1` points the potential `-2v cos(Nx)` has coefficient `-2v` at multiples
of `N` and zero at all other wave numbers. -/
theorem gridCoeff_potential (v : ℝ) {N : ℕ} (hN : 0 < N) (q : ℤ) :
    gridCoeff N (potential v N) q = if (N : ℤ) ∣ q then ((-2 * v : ℝ) : ℂ) else 0 := by
  have hr : (N : ℝ) ≠ 0 := by exact_mod_cast hN.ne'
  have hinv : (N : ℂ) * (N : ℂ)⁻¹ = 1 := mul_inv_cancel₀ (by exact_mod_cast hN.ne')
  -- every grid point sees the same potential value
  have hV : ∀ j : ℕ, potential v N (2 * π * j / N) = -2 * v := by
    intro j
    have h : (N : ℝ) * (2 * π * j / N) = j * (2 * π) := by
      rw [mul_div_cancel₀ _ hr]
      ring
    rw [potential, h, Real.cos_nat_mul_two_pi, mul_one]
  have hζ := Complex.isPrimitiveRoot_exp N hN.ne'
  simp only [gridCoeff, hV]
  rw [← Finset.mul_sum]
  generalize Complex.exp (2 * π * Complex.I / N) = ζ at hζ ⊢
  split_ifs with hq
  · rw [(hζ.zpow_eq_one_iff_dvd (-q)).2 (dvd_neg.2 hq)]
    simp only [one_pow, Finset.sum_const, Finset.card_range, nsmul_eq_mul, mul_one]
    linear_combination ((-2 * v : ℝ) : ℂ) * hinv
  · -- a full geometric sum of a nontrivial root of unity vanishes
    have h1 : ζ ^ (-q) ≠ 1 := fun h => hq (dvd_neg.1 ((hζ.zpow_eq_one_iff_dvd _).1 h))
    have h2 : (ζ ^ (-q)) ^ N = 1 := by
      rw [← zpow_natCast, ← zpow_mul, mul_comm (-q), zpow_mul, zpow_natCast, hζ.pow_eq_one,
        one_zpow]
    have h3 := mul_geom_sum (ζ ^ (-q)) N
    rw [h2, sub_self] at h3
    rw [(mul_eq_zero.1 h3).resolve_left (sub_ne_zero.2 h1), mul_zero, mul_zero]
```

Off the diagonal, `hd` excludes divisibility because a nonzero difference of retained waves is smaller than $N$ in size.

```lean
/-- For `N ≥ 2n+1` the grid Hamiltonian of `-2v cos(Nx)` is diagonal, with entries
`k²/2 - 2v`. -/
theorem gridHamiltonian_eq (v : ℝ) {N n : ℕ} (hN : 2 * n + 1 ≤ N) :
    gridHamiltonian N n (potential v N) =
      Matrix.diagonal fun k => (((k.1 : ℝ) ^ 2 / 2 - 2 * v : ℝ) : ℂ) := by
  ext k l
  rw [gridHamiltonian, Matrix.add_apply, Matrix.of_apply, gridCoeff_potential v (by omega)]
  by_cases h : k = l
  · subst h
    rw [Matrix.diagonal_apply_eq, Matrix.diagonal_apply_eq, sub_self, if_pos (dvd_zero _)]
    push_cast
    ring
  · have hk := Finset.mem_Icc.1 k.2
    have hl := Finset.mem_Icc.1 l.2
    have hne : k.1 ≠ l.1 := fun e => h (Subtype.ext e)
    have hd : ¬ (N : ℤ) ∣ k.1 - l.1 := by
      intro hd
      rcases lt_or_gt_of_ne hne with h1 | h1
      · have := Int.le_of_dvd (by omega) ((dvd_neg (a := (N : ℤ))).2 hd)
        omega
      · have := Int.le_of_dvd (by omega) hd
        omega
    rw [Matrix.diagonal_apply_ne _ h, Matrix.diagonal_apply_ne _ h, if_neg hd, add_zero]
```

## The strict lower bound on exact energies

The function `D` is the derivative of $-\tfrac12\bar\psi\psi'$. The energy integrand equals the real density plus `D`, whose integral is zero by periodicity. The energy is therefore real.

```lean
/-- For a continuous potential and a twice continuously differentiable `2π`-periodic `ψ`, the
energy is the mean of the real density `|ψ'|²/2 + V|ψ|²`. -/
theorem energy_eq {V : ℝ → ℝ} (hV : Continuous V) {ψ : ℝ → ℂ} (hψ : ContDiff ℝ 2 ψ)
    (hp : Function.Periodic ψ (2 * π)) :
    energy V ψ = (((2 * π)⁻¹ * ∫ x in (0 : ℝ)..2 * π, energyDensity V ψ x : ℝ) : ℂ) := by
  have hψ' : ContDiff ℝ 1 (deriv ψ) :=
    ((contDiff_succ_iff_deriv (n := 1)).1 (by rw [one_add_one_eq_two]; exact hψ)).2.2
  have c0 := hψ.continuous
  have c1 := hψ'.continuous
  have c2 : Continuous (deriv (deriv ψ)) := hψ'.continuous_deriv le_rfl
  have d1 : ∀ x, HasDerivAt (deriv ψ) (deriv (deriv ψ) x) x := fun x =>
    (hψ'.differentiable (by norm_num) x).hasDerivAt
  have dc : ∀ x, HasDerivAt (fun y => conj (ψ y)) (conj (deriv ψ x)) x := fun x =>
    (hψ.differentiable (by norm_num) x).hasDerivAt.star
  have e0 : ψ (2 * π) = ψ 0 := by simpa using hp 0
  have e1 : deriv ψ (2 * π) = deriv ψ 0 := by
    have h := deriv_comp_add_const ψ (2 * π) 0
    rw [show (fun x => ψ (x + 2 * π)) = ψ from funext hp, zero_add] at h
    exact h.symm
  let D : ℝ → ℂ := fun x => conj (deriv ψ x) * (-(1 / 2) * deriv ψ x) +
    conj (ψ x) * (-(1 / 2) * deriv (deriv ψ) x)
  have cD : Continuous D :=
    ((Complex.continuous_conj.comp c1).mul (continuous_const.mul c1)).add
      ((Complex.continuous_conj.comp c0).mul (continuous_const.mul c2))
  -- the boundary term of the integration by parts vanishes by periodicity
  have hD : ∫ x in (0 : ℝ)..2 * π, D x = 0 := by
    rw [intervalIntegral.integral_eq_sub_of_hasDerivAt
      (f := fun y => conj (ψ y) * (-(1 / 2) * deriv ψ y))
      (fun x _ => (dc x).fun_mul ((d1 x).const_mul _)) (cD.intervalIntegrable _ _)]
    simp only [e0, e1, sub_self]
  have hpt : ∀ x, conj (ψ x) * (-(1 / 2) * deriv (deriv ψ) x + V x * ψ x) =
      (energyDensity V ψ x : ℂ) + D x := by
    intro x
    simp only [energyDensity, D]
    push_cast
    linear_combination (V x : ℂ) * Complex.conj_mul' (ψ x) +
      (1 / 2) * Complex.conj_mul' (deriv ψ x)
  have cR : Continuous (energyDensity V ψ) := by unfold energyDensity; fun_prop
  have cC : Continuous fun x => (energyDensity V ψ x : ℂ) := Complex.continuous_ofReal.comp cR
  rw [energy, intervalIntegral.integral_congr (fun x _ => hpt x),
    intervalIntegral.integral_add (cC.intervalIntegrable _ _) (cD.intervalIntegrable _ _),
    hD, intervalIntegral.integral_ofReal, add_zero, ← Complex.ofReal_inv, ← Complex.ofReal_mul]
```

Here `hlow` drops the kinetic term from the shifted density. Strict positivity of the integral needs one point where the integrand is positive; if there were none, $\psi$ would vanish almost everywhere, which `hz` turns into a contradiction with the norm.

```lean
/-- For `v > 0` and `N ≥ 1`, every normalised, twice continuously differentiable `2π`-periodic
`ψ` has exact energy strictly above `-2v` in the potential `-2v cos(Nx)`. -/
theorem exact_energy_gt {v : ℝ} (hv : 0 < v) {N : ℕ} (hN : 0 < N) {ψ : ℝ → ℂ}
    (hψ : ContDiff ℝ 2 ψ) (hp : Function.Periodic ψ (2 * π)) (h1 : IsNormalized ψ) :
    -2 * v < (energy (potential v N) ψ).re := by
  have hV : Continuous (potential v N) := by unfold potential; fun_prop
  have c0 := hψ.continuous
  have c1 : Continuous (deriv ψ) := hψ.continuous_deriv (by norm_num)
  have cR : Continuous (energyDensity (potential v N) ψ) := by unfold energyDensity; fun_prop
  have cB : Continuous fun x => 2 * v * ‖ψ x‖ ^ 2 := continuous_const.mul (c0.norm.pow 2)
  rw [energy_eq hV hψ hp, Complex.ofReal_re]
  unfold IsNormalized at h1
  have hlow : ∀ x, 2 * v * ((1 - Real.cos (N * x)) * ‖ψ x‖ ^ 2) ≤
      energyDensity (potential v N) ψ x + 2 * v * ‖ψ x‖ ^ 2 := by
    intro x
    unfold energyDensity potential
    nlinarith [sq_nonneg ‖deriv ψ x‖]
  have hnn : ∀ x, 0 ≤ (1 - Real.cos (N * x)) * ‖ψ x‖ ^ 2 := fun x =>
    mul_nonneg (sub_nonneg.2 (Real.cos_le_one _)) (sq_nonneg _)
  have hpos : 0 < ∫ x in (0 : ℝ)..2 * π,
      (energyDensity (potential v N) ψ x + 2 * v * ‖ψ x‖ ^ 2) := by
    refine intervalIntegral.integral_pos Real.two_pi_pos (cR.add cB).continuousOn
      (fun x _ => le_trans (mul_nonneg (by positivity) (hnn x)) (hlow x)) ?_
    by_contra hcon
    push Not at hcon
    -- otherwise ψ vanishes outside the countable set where the cosine is one
    have hS : (Set.range fun m : ℤ => (m : ℝ) * (2 * π) / N).Countable :=
      Set.countable_range _
    have hz : ∫ x in (0 : ℝ)..2 * π, ‖ψ x‖ ^ 2 = 0 := by
      apply intervalIntegral.integral_zero_ae
      filter_upwards [hS.ae_notMem MeasureTheory.volume] with x hx hxI
      rw [Set.uIoc_of_le Real.two_pi_pos.le] at hxI
      have h2 := (hlow x).trans (hcon x ⟨hxI.1.le, hxI.2⟩)
      have h3 : (1 - Real.cos (N * x)) * ‖ψ x‖ ^ 2 = 0 :=
        le_antisymm (nonpos_of_mul_nonpos_right h2 (by positivity)) (hnn x)
      refine (mul_eq_zero.1 h3).resolve_left fun h4 => hx ?_
      obtain ⟨m, hm⟩ := (Real.cos_eq_one_iff _).1 (sub_eq_zero.1 h4).symm
      refine ⟨m, ?_⟩
      have hN' : (N : ℝ) ≠ 0 := by exact_mod_cast hN.ne'
      change (m : ℝ) * (2 * π) / N = x
      rw [hm, mul_div_cancel_left₀ _ hN']
    rw [hz, mul_zero] at h1
    exact zero_ne_one h1
  rw [intervalIntegral.integral_add (cR.intervalIntegrable _ _) (cB.intervalIntegrable _ _),
    intervalIntegral.integral_const_mul] at hpos
  have h5 := mul_pos (inv_pos.2 Real.two_pi_pos) hpos
  rw [mul_add, mul_left_comm _ (2 * v), h1] at h5
  linarith
```

## The grid eigenvalue against the exact energies

`IsLeast` says that $-2v$ is an eigenvalue and that no real eigenvalue lies below it. The vector supported on $k=0$ gives the first part. For the second, a nonzero component $c_k$ of an eigenvector forces $E=k^2/2-2v\ge-2v$. The remaining goals check that trigonometric polynomials are smooth and periodic, so the preceding bound applies to the real part `.re` of their energy.

```lean
/-- For `v > 0` and `N ≥ 2n+1`, the lowest eigenvalue of the grid Hamiltonian of `-2v cos(Nx)`
on `|k| ≤ n` is `-2v`, strictly below the exact energy of every normalised trigonometric
polynomial. -/
theorem coarse_grid_breaks_variational_bound {v : ℝ} (hv : 0 < v) {N n : ℕ}
    (hN : 2 * n + 1 ≤ N) :
    IsLeast {E : ℝ | ∃ c : Waves n → ℂ, c ≠ 0 ∧
      gridHamiltonian N n (potential v N) *ᵥ c = (E : ℂ) • c} (-2 * v) ∧
    ∀ (s : Finset ℤ) (c : ℤ → ℂ), IsNormalized (trigPoly s c) →
      -2 * v < (energy (potential v N) (trigPoly s c)).re := by
  rw [gridHamiltonian_eq v hN]
  refine ⟨⟨?_, ?_⟩, fun s c h => exact_energy_gt hv (by omega) ?_ ?_ h⟩
  · -- the constant wave is an eigenvector
    let z : Waves n := ⟨0, by simp⟩
    refine ⟨Pi.single z 1, fun h => by simpa using congrFun h z, ?_⟩
    ext k
    rw [Matrix.mulVec_diagonal, Pi.smul_apply, smul_eq_mul]
    by_cases h : k = z
    · subst h
      simp [z]
    · simp [Pi.single_eq_of_ne h]
  · rintro E ⟨c, hc, hE⟩
    obtain ⟨k, hk⟩ := Function.ne_iff.1 hc
    have h := congrFun hE k
    rw [Matrix.mulVec_diagonal, Pi.smul_apply, smul_eq_mul] at h
    have h' := Complex.ofReal_injective (mul_right_cancel₀ hk h)
    nlinarith [sq_nonneg (k.1 : ℝ)]
  · unfold trigPoly
    exact ContDiff.sum fun k _ =>
      contDiff_const.mul (contDiff_const.mul Complex.ofRealCLM.contDiff).cexp
  · intro x
    unfold trigPoly
    refine Finset.sum_congr rfl fun k _ => ?_
    rw [show Complex.I * k * ((x + 2 * π : ℝ) : ℂ) =
      Complex.I * k * x + k * (2 * π * Complex.I) by push_cast; ring,
      Complex.exp_add, Complex.exp_int_mul_two_pi_mul_I, mul_one]

end

end CoarseGridVariational
```

```lean
#print axioms CoarseGridVariational.exact_energy_gt
-- 'CoarseGridVariational.exact_energy_gt' depends on axioms: [propext, Classical.choice, Quot.sound]
#print axioms CoarseGridVariational.coarse_grid_breaks_variational_bound
-- 'CoarseGridVariational.coarse_grid_breaks_variational_bound' depends on axioms: [propext, Classical.choice, Quot.sound]
```
